# The attachment density of two N-electron determinants has trace at least N − tr(PQ), with equality exactly when their density matrices commute

Once a reference determinant and an excited determinant have been converged in the same orthonormal spin-orbital basis, one matrix product gives the number $N-\operatorname{tr}(PQ)$, where $P$ and $Q$ are their density matrices. It can be used as a lower bound on the promotion number, the trace of the attachment density, before the difference density $Q-P$ is diagonalised. If the promotion number computed from this spin-orbital difference lies below the bound by more than rounding error, there is an error in the densities, in the basis transformation or in the computation of the attachment density. A difference density summed over spin can give a smaller promotion number without any error, so the test does not apply to it.

The bound applies to pairs of single determinants in a finite basis, as in ΔSCF calculations. Correlated densities and CIS densities are in general not idempotent, and they are not covered.

```lean
import Mathlib

open Matrix
open scoped ComplexOrder

namespace AttachmentDetachment

variable {n : Type*} [Fintype n] [DecidableEq n]
```

## Determinants and the split of their difference

A determinant with $N$ occupied spin orbitals has as its one-particle density matrix the orthogonal projector onto the occupied space:

$$P^\dagger=P,\qquad P^2=P,\qquad \operatorname{tr}P=N.$$

In Lean the basis is a finite index type `n`, and `Pᴴ` is the conjugate transpose. The conditions $P^2=P$ and $\operatorname{tr}P=N$ in this form presuppose an orthonormal basis. In atomic orbitals with overlap matrix $S$ the usual density matrix satisfies $PSP=P$ and $\operatorname{tr}(PS)=N$ instead, so it must be transformed first. Idempotency also requires spin orbitals, or one spin block at a time: a closed-shell spatial density with occupations of 2 does not satisfy it.

```lean
/-- The one-particle density matrix of an `N`-electron determinant: a Hermitian idempotent
matrix of trace `N`. -/
structure IsDeterminantDensity (N : ℕ) (P : Matrix n n ℂ) : Prop where
  herm : Pᴴ = P
  idem : P * P = P
  trace_eq : P.trace = N
```

The difference density is split as

$$Q-P=A-B,\qquad A\ge 0,\quad B\ge 0,\quad AB=0.$$

In practice one diagonalises $Q-P$, collects the positive eigenvalues in the attachment matrix $A$, and collects the absolute values of the negative ones in the detachment matrix $B$. The structure below records only the defining properties. The theorems take $A$ and $B$ as given and hold for any pair that has these properties.

```lean
/-- `A` (attachment) and `B` (detachment) are positive semidefinite, have product zero, and
their difference is the difference density `Q - P`. -/
structure IsAttachmentDetachment (P Q A B : Matrix n n ℂ) : Prop where
  posA : A.PosSemidef
  posB : B.PosSemidef
  diff : Q - P = A - B
  orth : A * B = 0
```

## A norm to detect zero matrices

The size of a matrix $X$ is measured by its squared Frobenius norm, $\|X\|^2=\operatorname{tr}(X^\dagger X)$. Lean takes the real part in order to obtain a real number.

```lean
/-- The squared Frobenius norm of a matrix, written as a trace. -/
def frobSq (X : Matrix n n ℂ) : ℝ := (Xᴴ * X).trace.re
```

Written in components,

$$\|X\|^2=\sum_{i,j}|X_{ji}|^2 .$$

This is nonnegative. Each term is at most the whole sum, so if the sum is at most zero, every entry vanishes. The proof first establishes the component formula and then applies this argument to each entry.

```lean
omit [DecidableEq n] in
/-- The squared Frobenius norm is nonnegative, and only the zero matrix has norm zero. -/
theorem frobSq_nonneg_and_definite (X : Matrix n n ℂ) :
    0 ≤ frobSq X ∧ (frobSq X ≤ 0 → X = 0) := by
  have e : frobSq X = ∑ p : n × n, Complex.normSq (X p.2 p.1) := by
    simp [frobSq, Matrix.trace, Matrix.mul_apply, Complex.normSq_apply, Fintype.sum_prod_type]
  refine ⟨by rw [e]; exact Finset.sum_nonneg fun _ _ => Complex.normSq_nonneg _, fun h => ?_⟩
  ext j i
  have h1 : Complex.normSq (X j i) ≤ ∑ p : n × n, Complex.normSq (X p.2 p.1) :=
    Finset.single_le_sum (f := fun p : n × n => Complex.normSq (X p.2 p.1))
      (fun _ _ => Complex.normSq_nonneg _) (Finset.mem_univ (i, j))
  exact Complex.normSq_eq_zero.mp (le_antisymm (by linarith) (Complex.normSq_nonneg _))
```

## The sum of attachment and detachment

Let $M=A+B$. The adjoint of $AB=0$ is $BA=0$, because both matrices are Hermitian. The cross terms therefore vanish in $(A+B)^2$ and in $(A-B)^2$ alike, and

$$M^2=(A-B)^2=(Q-P)^2=P+Q-PQ-QP .$$

The `calc` chain follows these equalities. The hypotheses `hP`, `hQ` and `h`, which say that $P$ and $Q$ are determinant densities with the same $N$ and that $A,B$ split their difference, are shared by all the theorems up to the numerical example.

```lean
variable {N : ℕ} {P Q A B : Matrix n n ℂ} (hP : IsDeterminantDensity N P)
  (hQ : IsDeterminantDensity N Q) (h : IsAttachmentDetachment P Q A B)

include hP hQ h

/-- The square of `A + B`, written out in the two density matrices. -/
theorem sum_sq : (A + B) * (A + B) = P + Q - P * Q - Q * P := by
  have hBA : B * A = 0 := by
    have e := congrArg Matrix.conjTranspose h.orth
    rwa [Matrix.conjTranspose_mul, h.posA.isHermitian.eq, h.posB.isHermitian.eq,
      Matrix.conjTranspose_zero] at e
  calc (A + B) * (A + B) = (A - B) * (A - B) := by
        simp only [mul_sub, sub_mul, mul_add, add_mul, h.orth, hBA]; abel
    _ = (Q - P) * (Q - P) := by rw [h.diff]
    _ = _ := by simp only [mul_sub, sub_mul, hP.idem, hQ.idem]; abel
```

Let $C=PQ-QP$. Since $C^\dagger=QP-PQ$, idempotency gives

$$C^\dagger C=PQP+QPQ-PQPQ-QPQP .$$

For the fourth power of $M$, note that $PM^2=P-PQP$ and $QM^2=Q-QPQ$. Hence

$$M^4=P+Q-PQ-QP-PQP-QPQ+PQPQ+QPQP,$$

and subtraction from $M^2$ yields

$$C^\dagger C=M^2-M^4 .$$

Lean expands both sides, shortens repeated factors with idempotency, and compares the remaining words in $P$ and $Q$.

```lean
/-- With `M = A + B`, the commutator `C = PQ - QP` satisfies `Cᴴ C = M² - M⁴`. -/
theorem commutator_sq : (P * Q - Q * P)ᴴ * (P * Q - Q * P)
    = (A + B) * (A + B) - (A + B) * (A + B) * ((A + B) * (A + B)) := by
  have q1 : Q * P * P = Q * P := by rw [mul_assoc, hP.idem]
  have q2 : P * Q * Q = P * Q := by rw [mul_assoc, hQ.idem]
  rw [sum_sq hP hQ h]
  simp only [Matrix.conjTranspose_sub, Matrix.conjTranspose_mul, hP.herm, hQ.herm]
  simp only [sub_mul, mul_sub, add_mul, mul_add, ← mul_assoc, hP.idem, hQ.idem, q1, q2]
  abel
```

## Traces and the excess

Both determinants hold $N$ electrons, so $\operatorname{tr}A-\operatorname{tr}B=\operatorname{tr}Q-\operatorname{tr}P=0$. As much density is attached as is detached.

```lean
omit [DecidableEq n] in
/-- Attachment and detachment matrices have the same trace. -/
theorem trace_attachment_eq : A.trace = B.trace := by
  have e := congrArg Matrix.trace h.diff
  rw [Matrix.trace_sub, Matrix.trace_sub, hP.trace_eq, hQ.trace_eq, sub_self] at e
  exact sub_eq_zero.mp e.symm
```

Define the excess

$$\delta=\operatorname{tr}A-\bigl(N-\operatorname{tr}(PQ)\bigr).$$

From the formula for $M^2$ and cyclicity of the trace,

$$\operatorname{tr}(M-M^2)=2\operatorname{tr}A-2N+2\operatorname{tr}(PQ)=2\delta .$$

The Lean statement uses real parts. This loses nothing, since $\operatorname{tr}(PQ)=\operatorname{tr}(PQP)$ is the trace of a Hermitian matrix, and so is $\operatorname{tr}A$.

```lean
/-- With `M = A + B`, the trace of `M - M²` is twice the excess of `tr A` over
`N - tr(PQ)`. -/
theorem trace_defect : (A + B - (A + B) * (A + B)).trace.re
    = 2 * (A.trace.re - (N - (P * Q).trace.re)) := by
  rw [sum_sq hP hQ h]
  simp only [Matrix.trace_add, Matrix.trace_sub, Matrix.trace_mul_comm Q P, hP.trace_eq,
    hQ.trace_eq, ← trace_attachment_eq hP hQ h, Complex.add_re, Complex.sub_re,
    Complex.natCast_re]
  ring
```

## The commutator bounds the excess from below

One could now argue with the eigenvalues of $M$, but a polynomial identity does the same work:

$$2(M-M^2)=(M^2-M^4)+2(1-M)M(1-M)+(M-M^2)^2 .$$

To check it, expand the last two terms as $2M-4M^2+2M^3$ and $M^2-2M^3+M^4$. Now take traces. The left side gives $4\delta$. On the right, the first term is $C^\dagger C$, with trace $\|C\|^2$, and the last has trace $\|M-M^2\|^2$ because $M-M^2$ is Hermitian. The middle term has nonnegative trace because $M\ge0$. Therefore

$$\|PQ-QP\|^2+\|M-M^2\|^2\le 4\delta .$$

In the code, `key` is the polynomial identity, proved by `noncomm_ring`, and `t` is the nonnegativity of the middle trace. The final `linarith` discards that term.

```lean
/-- Four times the excess of `tr A` over `N - tr(PQ)` is at least the squared norm of the
commutator of `P` and `Q` plus that of `M - M²`, where `M = A + B`. -/
theorem commutator_le_excess :
    frobSq (P * Q - Q * P) + frobSq (A + B - (A + B) * (A + B))
      ≤ 4 * (A.trace.re - (N - (P * Q).trace.re)) := by
  have hM := h.posA.add h.posB
  have hc := commutator_sq hP hQ h
  have ht := trace_defect hP hQ h
  generalize A + B = M at hM hc ht ⊢
  have hH : Mᴴ = M := hM.isHermitian.eq
  have t : 0 ≤ ((1 - M)ᴴ * M * (1 - M)).trace.re :=
    (Complex.le_def.mp (hM.conjTranspose_mul_mul_same (1 - M)).trace_nonneg).1
  -- a polynomial identity replaces the diagonalisation of M
  have key : (M - M * M) + (M - M * M) = (M * M - M * M * (M * M))
      + (1 - M) * M * (1 - M) + (1 - M) * M * (1 - M) + (M - M * M) * (M - M * M) := by
    noncomm_ring
  rw [← hc] at key
  have kt := congrArg (fun X : Matrix n n ℂ => X.trace.re) key
  simp only [Matrix.trace_add, Complex.add_re] at kt
  have hE : (M - M * M)ᴴ = M - M * M := by
    simp only [Matrix.conjTranspose_sub, Matrix.conjTranspose_mul, hH]
  simp only [Matrix.conjTranspose_sub, Matrix.conjTranspose_one, hH] at t
  unfold frobSq
  rw [hE]
  linarith
```

## The bound and its equality case

The left side of the last inequality is nonnegative, so $\delta\ge0$, which is the lower bound on $\operatorname{tr}A$. If $\delta=0$, then $\|PQ-QP\|^2\le0$ and the density matrices commute.

Conversely, let $PQ=QP$. Then $C=0$ and $M^2=M^4$. The matrix $M-M^3$ is Hermitian, and

$$(M-M^3)^2=(M^2-M^4)-(M^2-M^4)M^2=0,$$

so its norm vanishes and $M=M^3$. Consequently

$$(M-M^2)^2=M^2-2M^3+M^4=-2(M-M^2).$$

Taking traces gives $0\le\|M-M^2\|^2=-4\delta$. Together with $\delta\ge0$ this forces $\delta=0$.

The theorem joins three statements: the equality of the traces of $A$ and $B$ as complex numbers, the lower bound, and the equivalence between equality in the bound and commutation. In its proof, `h3` is $M-M^3=0$ and `e2` is the formula for $(M-M^2)^2$.

```lean
/-- Attachment and detachment matrices have equal trace, this trace is at least
`N - tr(PQ)`, and equality holds exactly when the two density matrices commute. -/
theorem promotion_number_bound :
    A.trace = B.trace ∧ N - (P * Q).trace.re ≤ A.trace.re ∧
      (A.trace.re = N - (P * Q).trace.re ↔ P * Q = Q * P) := by
  have ex := commutator_le_excess hP hQ h
  obtain ⟨c0, c1⟩ := frobSq_nonneg_and_definite (P * Q - Q * P)
  have m0 := (frobSq_nonneg_and_definite (A + B - (A + B) * (A + B))).1
  have low : N - (P * Q).trace.re ≤ A.trace.re := by linarith
  refine ⟨trace_attachment_eq hP hQ h, low, fun heq => ?_, fun hcm => ?_⟩
  · exact sub_eq_zero.mp (c1 (by linarith))
  · have hH : (A + B)ᴴ = A + B := (h.posA.add h.posB).isHermitian.eq
    have hc := commutator_sq hP hQ h
    have ht := trace_defect hP hQ h
    rw [hcm, sub_self, mul_zero] at hc
    generalize A + B = M at hH hc ht m0
    -- M² = M⁴ forces M = M³
    have h3 : M - M * M * M = 0 := by
      apply (frobSq_nonneg_and_definite _).2
      have e : (M - M * M * M)ᴴ * (M - M * M * M) = 0 := by
        simp only [Matrix.conjTranspose_sub, Matrix.conjTranspose_mul, hH]
        calc _ = (M * M - M * M * (M * M)) - (M * M - M * M * (M * M)) * (M * M) := by
              noncomm_ring
          _ = 0 := by rw [← hc]; simp
      rw [frobSq, e]; simp
    -- the squared norm of M - M² is then minus twice its trace
    have e2 : (M - M * M)ᴴ * (M - M * M) = -((M - M * M) + (M - M * M)) := by
      simp only [Matrix.conjTranspose_sub, Matrix.conjTranspose_mul, hH]
      calc _ = -((M - M * M) + (M - M * M)) + (M - M * M * M) + (M - M * M * M)
            - (M * M - M * M * (M * M)) := by noncomm_ring
        _ = _ := by rw [h3, ← hc]; abel
    rw [frobSq, e2, Matrix.trace_neg, Matrix.trace_add, Complex.neg_re, Complex.add_re,
      ht] at m0
    linarith
```

The number $N-\operatorname{tr}(PQ)=\operatorname{tr}\bigl(Q(1-P)\bigr)$ is the mean number of electrons that the second determinant has outside the occupied space of the first. Commuting projectors share an orthonormal eigenbasis, so equality describes an excitation in which whole orbitals are exchanged. When orbital relaxation leaves the two density matrices non-commuting, the promotion number is larger than this mean number.

In the commuting case the attachment matrix itself can be found. Now $\delta=0$, so the inequality of the previous section also gives $M=M^2$, that is,

$$A+B=P+Q-2PQ .$$

Adding $A-B=Q-P$ and halving gives $A=Q-PQ$, the projector onto what is occupied in $Q$ and empty in $P$. Lean performs this last step entry by entry with `linear_combination`.

```lean
/-- For commuting density matrices the attachment matrix is `Q - PQ`. -/
theorem attachment_eq_of_commute (hc : P * Q = Q * P) : A = Q - P * Q := by
  have heq := (promotion_number_bound hP hQ h).2.2.mpr hc
  have ex := commutator_le_excess hP hQ h
  have c0 := (frobSq_nonneg_and_definite (P * Q - Q * P)).1
  have z := (frobSq_nonneg_and_definite (A + B - (A + B) * (A + B))).2 (by linarith)
  rw [sum_sq hP hQ h, ← hc] at z
  ext i j
  have e1 := congrFun (congrFun z i) j
  have e2 := congrFun (congrFun h.diff i) j
  simp only [Matrix.add_apply, Matrix.sub_apply, Matrix.zero_apply] at e1 e2 ⊢
  linear_combination e1 / 2 - e2 / 2
```

## One electron in two orbitals

Let the electron occupy the first orbital in $P$ and the normalised orbital $(4/5,\,3/5)$ in $Q$:

$$P=\begin{pmatrix}1&0\\0&0\end{pmatrix},\qquad Q=\frac1{25}\begin{pmatrix}16&12\\12&9\end{pmatrix},\qquad Q-P=\frac1{25}\begin{pmatrix}-9&12\\12&9\end{pmatrix}.$$

The difference has trace $0$ and determinant $-9/25$, so its eigenvalues are $\pm3/5$, with normalised eigenvectors $(1,2)/\sqrt5$ and $(2,-1)/\sqrt5$. Hence

$$A=\frac1{25}\begin{pmatrix}3&6\\6&12\end{pmatrix},\qquad B=\frac1{25}\begin{pmatrix}12&-6\\-6&3\end{pmatrix}.$$

Both traces are $3/5$, while $N-\operatorname{tr}(PQ)=1-16/25=9/25$. The excess is $\delta=6/25$.

The sharper inequality can be evaluated too. The commutator has off-diagonal entries $\pm12/25$, so $\|PQ-QP\|^2=288/625$. Since $M=\tfrac35\,1$, we have $M-M^2=\tfrac6{25}\,1$ and $\|M-M^2\|^2=72/625$. The sum $360/625$ is below $4\delta=600/625$, and the difference $240/625$ is the trace of the discarded term $2(1-M)M(1-M)$.

The theorem below confirms that these four matrices satisfy all the hypotheses and that $P$ and $Q$ do not commute. For positive semidefiniteness it writes $A$ and $B$ in the form $X^\dagger X$. Each $X$ has three equal rows, which keeps its entries rational.

```lean
omit hP hQ h

/-- One electron in two orbitals: an explicit pair of non-commuting determinant densities
with their attachment and detachment matrices. -/
theorem promotion_witness :
    let P : Matrix (Fin 2) (Fin 2) ℂ := !![1, 0; 0, 0]
    let Q : Matrix (Fin 2) (Fin 2) ℂ := !![16/25, 12/25; 12/25, 9/25]
    IsDeterminantDensity 1 P ∧ IsDeterminantDensity 1 Q ∧
      IsAttachmentDetachment P Q !![3/25, 6/25; 6/25, 12/25] !![12/25, -6/25; -6/25, 3/25] ∧
      P * Q ≠ Q * P := by
  intro P Q
  have c2 : (starRingEnd ℂ) 2 = 2 := Complex.conj_eq_iff_real.mpr ⟨2, by norm_num⟩
  have c5 : (starRingEnd ℂ) 5 = 5 := Complex.conj_eq_iff_real.mpr ⟨5, by norm_num⟩
  refine ⟨⟨?_, ?_, ?_⟩, ⟨?_, ?_, ?_⟩, ⟨?_, ?_, ?_, ?_⟩, ?_⟩
  · ext i j; fin_cases i <;> fin_cases j <;> simp [P]
  · ext i j; fin_cases i <;> fin_cases j <;> simp [P, Matrix.mul_apply, Fin.sum_univ_succ]
  · simp [P, Matrix.trace_fin_two]
  · ext i j; fin_cases i <;> fin_cases j <;> simp [Q]
  · ext i j; fin_cases i <;> fin_cases j <;>
      norm_num [Q, Matrix.mul_apply, Fin.sum_univ_succ]
  · norm_num [Q, Matrix.trace_fin_two]
  · let X : Matrix (Fin 3) (Fin 2) ℂ := !![1/5, 2/5; 1/5, 2/5; 1/5, 2/5]
    have e : !![3/25, 6/25; 6/25, 12/25] = Xᴴ * X := by
      ext i j; fin_cases i <;> fin_cases j <;>
        norm_num [X, Matrix.mul_apply, Fin.sum_univ_succ, c2, c5]
    rw [e]; exact Matrix.posSemidef_conjTranspose_mul_self _
  · let X : Matrix (Fin 3) (Fin 2) ℂ := !![2/5, -1/5; 2/5, -1/5; 2/5, -1/5]
    have e : !![12/25, -6/25; -6/25, 3/25] = Xᴴ * X := by
      ext i j; fin_cases i <;> fin_cases j <;>
        norm_num [X, Matrix.mul_apply, Fin.sum_univ_succ, c2, c5]
    rw [e]; exact Matrix.posSemidef_conjTranspose_mul_self _
  · ext i j; fin_cases i <;> fin_cases j <;> norm_num [P, Q]
  · ext i j; fin_cases i <;> fin_cases j <;>
      norm_num [Matrix.mul_apply, Fin.sum_univ_succ]
  · intro hc
    have e := congrFun (congrFun hc 0) 1
    norm_num [P, Q, Matrix.mul_apply, Fin.sum_univ_succ] at e

end AttachmentDetachment
```

```lean
#print axioms AttachmentDetachment.promotion_number_bound
-- 'AttachmentDetachment.promotion_number_bound' depends on axioms: [propext, Classical.choice, Quot.sound]
#print axioms AttachmentDetachment.attachment_eq_of_commute
-- 'AttachmentDetachment.attachment_eq_of_commute' depends on axioms: [propext, Classical.choice, Quot.sound]
```
